# Zonal solid harmonics from their three-term recurrence: Laplace's equation and the rule $\partial_z S_{n+1}=(n+1)S_n$

Let $r^2=x^2+y^2+z^2$, $S_0=1$, $S_1=z$, and for every natural number $n$

$$(n+2)S_{n+2}=(2n+3)\,z\,S_{n+1}-(n+1)\,r^2S_n .$$

Then every $S_n$ satisfies $\Delta S_n=0$, with $\Delta=\partial_x^2+\partial_y^2+\partial_z^2$, and $\partial_zS_{n+1}=(n+1)S_n$. These polynomials describe electrostatic potentials that are regular at the origin and symmetric about the $z$ axis, in a region without charge. In electronic-structure work, a spherical Gaussian basis function is a solid harmonic times a radial Gaussian; the polynomials here are the solid harmonics with $m=0$, up to normalisation.

The first case that needs a cancellation is $S_2=z^2-\tfrac12(x^2+y^2)$, for which $\Delta S_2=2-1-1=0$.

The theorems take only indices and, on the axis, a real number $t$. The conditions that matter sit in the definitions.

## Three Cartesian coordinates

Space is three-dimensional and Euclidean. By hand, this enters when $r^2S_n$ is differentiated twice: $\Delta r^2=2\cdot3=6$. In the proof it enters where the sum over `Fin 3` is expanded in `laplacian_solid`.

If $y$ is removed from both $r^2$ and $\Delta$, the same recurrence gives $S_2=z^2-\tfrac12x^2$, whose Laplacian is $1$.

```lean
import Mathlib

open MvPolynomial

namespace ZonalSolidHarmonics

noncomputable section

/-- Real polynomials in the Cartesian coordinates x, y, z, numbered 0, 1, 2. -/
abbrev Poly := MvPolynomial (Fin 3) ℝ

/-- The squared radius x² + y² + z². -/
def r2 : Poly := X 0 ^ 2 + X 1 ^ 2 + X 2 ^ 2

/-- The Laplacian, the sum of the three unmixed second partial derivatives. -/
def laplacian (p : Poly) : Poly := ∑ i, pderiv i (pderiv i p)
```

Coordinates are numbered from zero, so `X 2` is $z$; `r2` means $r^2$. The operator `pderiv i` is the formal partial derivative of a polynomial. Reading the results as statements about a potential in space takes one further step: formal derivatives agree with ordinary derivatives of polynomial functions.

## The starting pair $1$ and $z$

The pair consists of a constant potential and that of a uniform field along $z$, in fixed proportion. Both the hand derivation and the proof use it as the base of each two-step induction, in the cases `0` and `1`.

The proportion matters. With $S_0=1$ and $S_1=2z$, which is still harmonic and axially symmetric, the recurrence gives $S_2=3z^2-\tfrac12r^2$ and $\Delta S_2=3$.

```lean
/-- The zonal solid polynomials, generated from 1 and z by the three-term recurrence
solved for its highest member. -/
def solid : ℕ → Poly
  | 0 => 1
  | 1 => X 2
  | n + 2 => C (1 / ((n : ℝ) + 2)) *
      ((2 * (n : Poly) + 3) * X 2 * solid (n + 1) - ((n : Poly) + 1) * r2 * solid n)
```

Here `solid n` is $S_n$, the zonal member only, and `C` turns a real number into a constant polynomial. Harmonicity is not part of the definition.

## A divisor $n+2$ with an inverse

Real coefficients allow the recurrence to be solved for its highest member. By hand, the step of each two-step induction ends with division by the factor on the left, which is $n+2$ or, for the derivative rule, $n+3$. In the proof, `cancel` does this for polynomials, using the inverse from `mul_inv_aux`; for the real values on the axis, `mul_left_cancel₀` does it. With integer coefficients the sequence would stop at once, since $S_2$ contains $\tfrac12$.

```lean
private lemma mul_inv_aux (n : ℕ) : ((n : Poly) + 2) * C (1 / ((n : ℝ) + 2)) = 1 := by
  have hn : (n : ℝ) + 2 ≠ 0 := by positivity
  have h : (n : Poly) + 2 = C ((n : ℝ) + 2) := by
    rw [map_add, map_natCast, map_ofNat]
  rw [h, ← C_mul, mul_one_div_cancel hn, C_1]

private lemma cancel (n : ℕ) {a b : Poly}
    (h : ((n : Poly) + 2) * a = ((n : Poly) + 2) * b) : a = b := by
  linear_combination C (1 / ((n : ℝ) + 2)) * h - (a - b) * mul_inv_aux n

/-- The recurrence (n+2) S_(n+2) = (2n+3) z S_(n+1) - (n+1) r² S_n. -/
theorem recurrence (n : ℕ) : ((n : Poly) + 2) * solid (n + 2) =
    (2 * (n : Poly) + 3) * X 2 * solid (n + 1) - ((n : Poly) + 1) * r2 * solid n := by
  rw [solid]
  linear_combination ((2 * (n : Poly) + 3) * X 2 * solid (n + 1)
    - ((n : Poly) + 1) * r2 * solid n) * mul_inv_aux n
```

## Terms of equal degree, symmetric about $z$

Multiplication by $z$ raises the degree by one and by $r^2$ by two, and both factors are unchanged by rotations about $z$. The recurrence therefore makes $S_{n+2}$ homogeneous of degree $n+2$ and preserves the axial symmetry. If $r^2$ were replaced by $1$, $S_2=\tfrac12(3z^2-1)$ would no longer be homogeneous.

Write $x_0,x_1,x_2$ for $x,y,z$, and $\partial_i$ for the corresponding derivatives. The product rule and $\partial_i r^2=2x_i$ give

$$(n+2)\partial_iS_{n+2}=(2n+3)(\delta_{i2}S_{n+1}+z\,\partial_iS_{n+1})-(n+1)(2x_iS_n+r^2\partial_iS_n).$$

```lean
private lemma pderiv_r2 (i : Fin 3) : pderiv i r2 = 2 * X i := by
  fin_cases i <;> simp [r2, pderiv_X, Derivation.leibniz_pow]

private lemma dx_z : pderiv 0 (X 2 : Poly) = 0 := by simp [pderiv_X]

private lemma dy_z : pderiv 1 (X 2 : Poly) = 0 := by simp [pderiv_X]

private lemma dz_z : pderiv 2 (X 2 : Poly) = 1 := pderiv_X_self 2

/-- The recurrence differentiated once with respect to any Cartesian coordinate. -/
theorem pderiv_recurrence (i : Fin 3) (n : ℕ) :
    ((n : Poly) + 2) * pderiv i (solid (n + 2)) =
      (2 * (n : Poly) + 3) *
        (pderiv i (X 2) * solid (n + 1) + X 2 * pderiv i (solid (n + 1)))
      - ((n : Poly) + 1) * (2 * X i * solid n + r2 * pderiv i (solid n)) := by
  have hc (k : ℕ) (p : Poly) : pderiv i ((k : Poly) * p) = (k : Poly) * pderiv i p := by
    rw [← nsmul_eq_mul, map_nsmul, nsmul_eq_mul]
  have h0 : ((n + 2 : ℕ) : Poly) * solid (n + 2) =
      ((2 * n + 3 : ℕ) : Poly) * (X 2 * solid (n + 1))
        - ((n + 1 : ℕ) : Poly) * (r2 * solid n) := by
    push_cast
    linear_combination recurrence n
  have h := congrArg (fun p : Poly => pderiv i p) h0
  rw [hc, map_sub, hc, hc, Derivation.leibniz, Derivation.leibniz, pderiv_r2] at h
  simp only [smul_eq_mul] at h
  push_cast at h
  linear_combination h
```

Let $E=\sum_i x_i\partial_i$. Multiplying by $x_i$, summing, and using $ES_n=nS_n$ and $ES_{n+1}=(n+1)S_{n+1}$ gives

$$(n+2)ES_{n+2}=(n+2)\big[(2n+3)zS_{n+1}-(n+1)r^2S_n\big]=(n+2)^2S_{n+2},$$

hence $ES_{n+2}=(n+2)S_{n+2}$. In Lean, `linear_combination` takes the same multiples of the known equations and checks the remaining polynomial identity.

```lean
/-- Euler's relation of degree n: (x ∂_x + y ∂_y + z ∂_z) S_n = n S_n. -/
theorem euler : ∀ n : ℕ, X 0 * pderiv 0 (solid n) + X 1 * pderiv 1 (solid n)
    + X 2 * pderiv 2 (solid n) = (n : Poly) * solid n
  | 0 => by simp [solid]
  | 1 => by simp [solid]
  | n + 2 => by
    have e0 := euler n
    have e1 := euler (n + 1)
    have hx := pderiv_recurrence 0 n
    have hy := pderiv_recurrence 1 n
    have hz := pderiv_recurrence 2 n
    rw [dx_z] at hx
    rw [dy_z] at hy
    rw [dz_z] at hz
    have hr : r2 = X 0 ^ 2 + X 1 ^ 2 + X 2 ^ 2 := rfl
    apply cancel n
    push_cast at e1 ⊢
    linear_combination X 0 * hx + X 1 * hy + X 2 * hz + (2 * (n : Poly) + 3) * X 2 * e1
      - ((n : Poly) + 1) * r2 * e0 - ((n : Poly) + 2) * recurrence n
      + 2 * ((n : Poly) + 1) * solid n * hr
```

The rotation generator $A=x\partial_y-y\partial_x$ annihilates $z$ and $r^2$, so

$$(n+2)AS_{n+2}=(2n+3)zAS_{n+1}-(n+1)r^2AS_n=0 .$$

```lean
/-- Axial symmetry: the generator x ∂_y - y ∂_x of rotations about the z axis
annihilates S_n. -/
theorem axial_symmetry : ∀ n : ℕ,
    X 0 * pderiv 1 (solid n) - X 1 * pderiv 0 (solid n) = 0
  | 0 => by simp [solid]
  | 1 => by simp [solid]
  | n + 2 => by
    have hx := pderiv_recurrence 0 n
    have hy := pderiv_recurrence 1 n
    rw [dx_z] at hx
    rw [dy_z] at hy
    apply cancel n
    linear_combination X 0 * hy - X 1 * hx
      + (2 * (n : Poly) + 3) * X 2 * axial_symmetry (n + 1)
      - ((n : Poly) + 1) * r2 * axial_symmetry n
```

## The coefficients $2n+3$ and $n+1$

These numbers fix how much of $r^2S_n$ must be subtracted from $zS_{n+1}$ to leave a potential without sources. If $2n+3$ is changed to $2n+2$, then $S_2=z^2-\tfrac12r^2$ and $\Delta S_2=-1$.

Their particular values first matter in the derivative rule. Its base cases are $\partial_zS_1=1$ and $\partial_zS_2=2z$. For the step, differentiate the recurrence for $S_{n+3}$ and insert the rule for $S_{n+1}$ and $S_{n+2}$:

$$\begin{aligned}(n+3)\partial_zS_{n+3}&=(2n+5)S_{n+2}+(n+2)\big[(2n+3)zS_{n+1}-(n+1)r^2S_n\big]\\&=\big[(2n+5)+(n+2)^2\big]S_{n+2}=(n+3)^2S_{n+2}.\end{aligned}$$

The bracket in the first line is the recurrence one step lower, which the proof supplies as `recurrence n`.

```lean
/-- The ladder rule: ∂_z S_(n+1) = (n+1) S_n. -/
theorem pderiv_z_solid : ∀ n : ℕ,
    pderiv 2 (solid (n + 1)) = ((n : Poly) + 1) * solid n
  | 0 => by simp [solid]
  | 1 => by
    have h := pderiv_recurrence 2 0
    simp only [zero_add, solid, dz_z, pderiv_one, Nat.cast_zero] at h
    apply cancel 0
    simp only [solid, Nat.cast_zero, Nat.cast_one, zero_add]
    linear_combination h
  | n + 2 => by
    have l0 := pderiv_z_solid n
    have l1 := pderiv_z_solid (n + 1)
    have h := pderiv_recurrence 2 (n + 1)
    rw [dz_z] at h
    apply cancel (n + 1)
    simp only [Nat.add_assoc, Nat.reduceAdd] at h l1 ⊢
    push_cast at h l1 ⊢
    -- the recurrence one step lower recombines the right-hand side
    linear_combination h + (2 * (n : Poly) + 5) * X 2 * l1
      - ((n : Poly) + 2) * r2 * l0 - ((n : Poly) + 2) * recurrence n
```

For Laplace's equation, differentiate twice and sum over $i$:

$$\begin{aligned}(n+2)\Delta S_{n+2}={}&(2n+3)(2\partial_zS_{n+1}+z\Delta S_{n+1})\\&-(n+1)(6S_n+4ES_n+r^2\Delta S_n).\end{aligned}$$

The Laplacians on the right vanish by induction. The derivative rule and Euler's relation turn the rest into

$$2(2n+3)(n+1)S_n-(n+1)(6+4n)S_n=0 .$$

In the proof, the inner statement `h` is the twice-differentiated recurrence for one coordinate, and the last `linear_combination` adds the three copies.

```lean
/-- Every zonal solid polynomial S_n satisfies Laplace's equation. -/
theorem laplacian_solid : ∀ n : ℕ, laplacian (solid n) = 0
  | 0 => by simp [laplacian, solid]
  | 1 => by simp [laplacian, solid, Fin.sum_univ_three, dx_z, dy_z]
  | n + 2 => by
    have L0 := laplacian_solid n
    have L1 := laplacian_solid (n + 1)
    -- the recurrence differentiated twice in the same direction
    have h (i : Fin 3) : ((n : Poly) + 2) * pderiv i (pderiv i (solid (n + 2))) =
        (2 * (n : Poly) + 3) * (2 * pderiv i (X 2) * pderiv i (solid (n + 1))
          + X 2 * pderiv i (pderiv i (solid (n + 1))))
        - ((n : Poly) + 1) * (2 * solid n + 4 * X i * pderiv i (solid n)
          + r2 * pderiv i (pderiv i (solid n))) := by
      have c (k : ℕ) : pderiv i (k : Poly) = 0 := Derivation.map_natCast _ k
      have c2 : pderiv i (2 : Poly) = 0 := by exact_mod_cast c 2
      have c3 : pderiv i (3 : Poly) = 0 := by exact_mod_cast c 3
      have hz : pderiv i (pderiv i (X 2 : Poly)) = 0 := by
        fin_cases i <;> simp [pderiv_X, Pi.single_apply]
      have h := congrArg (fun p : Poly => pderiv i p) (pderiv_recurrence i n)
      simp only [Derivation.leibniz, map_add, map_sub, smul_eq_mul, c, c2, c3,
        pderiv_one, hz, pderiv_r2, pderiv_X_self] at h
      linear_combination h
    have hx := h 0
    have hy := h 1
    have hz := h 2
    rw [dx_z] at hx
    rw [dy_z] at hy
    rw [dz_z] at hz
    apply cancel n
    simp only [laplacian, Fin.sum_univ_three] at L0 L1 ⊢
    -- the ladder rule and Euler's relation make the remaining terms cancel
    linear_combination hx + hy + hz + (2 * (n : Poly) + 3) * X 2 * L1
      - ((n : Poly) + 1) * r2 * L0 + 2 * (2 * (n : Poly) + 3) * pderiv_z_solid n
      - 4 * ((n : Poly) + 1) * euler n
```

## Normalisation on the axis and repeated derivatives

The starting pair also fixes the scale. At $(0,0,t)$ one has $z=t$ and $r^2=t^2$, so by induction

$$(n+2)S_{n+2}=\big[(2n+3)-(n+1)\big]t^{n+2}=(n+2)t^{n+2}.$$

Thus $S_n(0,0,t)=t^n$. This differs from the convention in which spherical harmonics have unit norm on the sphere.

```lean
/-- At the point (0, 0, t) of the symmetry axis, S_n takes the value tⁿ. -/
theorem eval_axis (t : ℝ) : ∀ n : ℕ, eval ![0, 0, t] (solid n) = t ^ n
  | 0 => by simp [solid]
  | 1 => by simp [solid]
  | n + 2 => by
    have hz : eval ![0, 0, t] (X 2 : Poly) = t := by simp
    have hr : eval ![0, 0, t] r2 = t ^ 2 := by simp [r2]
    have h := congrArg (fun p : Poly => eval ![0, 0, t] p) (recurrence n)
    simp only [map_mul, map_add, map_sub, map_natCast, map_ofNat, map_one, hz, hr,
      eval_axis t n, eval_axis t (n + 1)] at h
    have hn : (n : ℝ) + 2 ≠ 0 := by positivity
    apply mul_left_cancel₀ hn
    linear_combination h
```

Applying the derivative rule $k$ times gives

$$\partial_z^kS_{n+k}=(n+k)(n+k-1)\cdots(n+1)\,S_n ,$$

with an empty product equal to $1$ when $k=0$. The proof is by induction on $k$: the first $k$ derivatives lead to $S_{n+1}$, and one more gives the factor $n+1$. The product is `descFactorial`; for $n=0$ it is $k!$.

```lean
/-- Differentiating S_(n+k) k times along z gives (n+k)(n+k-1)⋯(n+1) S_n. -/
theorem iterate_pderiv_z (k n : ℕ) : (fun p : Poly => pderiv 2 p)^[k] (solid (n + k)) =
    ((n + k).descFactorial k : Poly) * solid n := by
  induction k generalizing n with
  | zero => simp
  | succ k ih =>
    rw [show n + (k + 1) = n + 1 + k by omega, Function.iterate_succ_apply', ih (n + 1),
      Nat.descFactorial_succ, show n + 1 + k - k = n + 1 by omega]
    rw [← nsmul_eq_mul, map_nsmul, nsmul_eq_mul, pderiv_z_solid]
    push_cast
    ring

end

end ZonalSolidHarmonics
```

```lean
#print axioms ZonalSolidHarmonics.laplacian_solid
#print axioms ZonalSolidHarmonics.iterate_pderiv_z
```

```
'ZonalSolidHarmonics.laplacian_solid' depends on axioms: [propext, Classical.choice, Quot.sound]
'ZonalSolidHarmonics.iterate_pderiv_z' depends on axioms: [propext, Classical.choice, Quot.sound]
```
